# Flux conservation for plane waves scattered by a real one-dimensional potential

After solving a one-dimensional scattering problem, by matching or by numerical integration, one adds the reflection and transmission probabilities and checks that the sum is 1. For a particle of constant mass in a real potential with open channels on both sides, the sum to check is $|r|^2+(q/k)|t|^2$. The factor $q/k$ matters whenever the potential levels on the two sides differ.

## A wave incident from the left

A particle of mass $m$ and energy $E$ in a real potential $V$ obeys

$$\psi''=w\psi,\qquad w(x)=\frac{2m}{\hbar^2}\,(V(x)-E).$$

Note that $w$ is not the potential itself. With wave numbers $k,q>0$, let

$$\psi=e^{ikx}+r\,e^{-ikx}\ (x<a),\qquad \psi=t\,e^{iqx}\ (x>b).$$

Between $a$ and $b$ the potential may have any shape that admits such a solution.

## The current as a Wronskian

For two solutions $f,g$ with the same $w$, put $W=fg'-f'g$. Then

$$W'=f'g'+f\,wg-wf\,g-f'g'=0,$$

so $W$ is constant. Since $w$ is real, $\psi^*$ is also a solution. With $f=\psi^*$ and $g=\psi$, $W=\psi^*\psi'-\psi^{*\prime}\psi$ is $2im/\hbar$ times the probability current.

On the left, $\psi'=ik(e^{ikx}-re^{-ikx})$, hence

$$\psi^*\psi'=ik\left(1-|r|^2+r^*e^{2ikx}-re^{-2ikx}\right).$$

Subtracting the complex conjugate removes the oscillating terms and leaves $W=2ik(1-|r|^2)$. On the right, $W=2iq|t|^2$. Equating the two and dividing by $2ik$ gives

$$|r|^2+\frac qk|t|^2=1.$$

## Reciprocity

Let a second solution $g$, incident from the right, be $t'e^{-ikx}$ on the left and $r'e^{iqx}+e^{-iqx}$ on the right. With the first solution as $f$, the Wronskian $W=fg'-f'g$ is $-2ikt'$ on the left and $-2iqt$ on the right, so $kt'=qt$. Taking squared moduli and dividing by $kq$ gives $(q/k)|t|^2=(k/q)|t'|^2$. Flux balance for $g$ reads $|r'|^2+(k/q)|t'|^2=1$, so $|r|^2=|r'|^2$ as well.

## What the theorems assume

`IsStationary w ψ dψ` says that `dψ` is the derivative of `ψ`, is continuous, and has right derivative $w\psi$. The type `ℝ → ℝ` of `w` makes the potential real. Every twice differentiable solution qualifies. Potential steps are allowed too, with `w` taking its right-hand value at the jump; delta potentials are excluded, because there $\psi'$ jumps.

In `flux_conservation`, `hleft` and `hright` are the two plane-wave forms, and `‖r‖` is the modulus. Only `k ≠ 0` is required, but the scattering interpretation needs $k,q>0$. An evanescent wave on the right, with imaginary $q$, does not fit the hypotheses.

The existence of the solution is assumed. The step left to the user is the passage to potentials with infinite tails that decay fast enough for the plane-wave forms to hold asymptotically (Coulomb tails do not). Within this one-particle, one-dimensional model, the identity serves as a check on computed transmission through barriers and junctions in which the mass is the same everywhere. If the effective masses on the two sides differ, as in many semiconductor heterojunctions, $q/k$ is not the right factor: the ratio of the velocities takes its place.

## A complex potential breaks the balance

Let $h$ be smooth and positive, falling from 1 for $x<a$ to $1/2$ for $x>b$, and let $\psi=h\,e^{ikx}$. Then $\psi''=w\psi$ with

$$w=-k^2+\frac{h''+2ikh'}{h}.$$

Here $r=0$, $t=1/2$ and $q=k$, so the sum is $1/4$. The identity therefore fails for general complex $w$; this one describes absorption.

## A two-sided second derivative

The structure could instead require $w\psi$ to be the ordinary derivative of `dψ` at every point. That is closer to the textbook equation, but it would exclude a step at any point where $\psi\neq0$, since a derivative has no jump discontinuities.

## The Lean file

```lean
import Mathlib

open Complex Topology

namespace FluxConservation

noncomputable section

/-- `ψ` is a stationary state with derivative `dψ` for the real function `w`: `dψ` is continuous
and its right derivative is `w ψ`, so that `w` may have jumps. -/
structure IsStationary (w : ℝ → ℝ) (ψ dψ : ℝ → ℂ) : Prop where
  hasDeriv : ∀ x, HasDerivAt ψ (dψ x) x
  cont : Continuous dψ
  schrodinger : ∀ x, HasDerivWithinAt dψ ((w x : ℂ) * ψ x) (Set.Ici x) x

/-- The superposition `A exp(ikx) + B exp(-ikx)` of two counter-propagating plane waves. -/
def planeWaves (k : ℝ) (A B : ℂ) (x : ℝ) : ℂ :=
  A * Complex.exp (I * k * x) + B * Complex.exp (-(I * k * x))

/-- `ψ` consists of plane waves with wave number `k` and amplitudes `A`, `B` for `x < a`, and
with wave number `q` and amplitudes `C`, `D` for `x > b`. -/
def HasAmplitudes (k q a b : ℝ) (ψ : ℝ → ℂ) (A B C D : ℂ) : Prop :=
  (∀ x, x < a → ψ x = planeWaves k A B x) ∧ (∀ x, b < x → ψ x = planeWaves q C D x)

/-- The Wronskian `f g' - f' g` of two wave functions with derivatives `df` and `dg`. -/
def wronskian (f df g dg : ℝ → ℂ) (x : ℝ) : ℂ := f x * dg x - df x * g x

/-- The Wronskian of two stationary states for the same `w` is independent of position. -/
theorem wronskian_const {w : ℝ → ℝ} {f df g dg : ℝ → ℂ}
    (hf : IsStationary w f df) (hg : IsStationary w g dg) (x y : ℝ) :
    wronskian f df g dg x = wronskian f df g dg y := by
  have cf : Continuous f := continuous_iff_continuousAt.2 fun z => (hf.hasDeriv z).continuousAt
  have cg : Continuous g := continuous_iff_continuousAt.2 fun z => (hg.hasDeriv z).continuousAt
  have hc : Continuous (wronskian f df g dg) := (cf.mul hg.cont).sub (hf.cont.mul cg)
  -- the two terms containing the potential cancel
  have hd : ∀ z, HasDerivWithinAt (wronskian f df g dg) 0 (Set.Ici z) z := fun z =>
    (((hf.hasDeriv z).hasDerivWithinAt.mul (hg.schrodinger z)).sub
      ((hf.schrodinger z).mul (hg.hasDeriv z).hasDerivWithinAt)).congr_deriv (by ring)
  have key : ∀ u v, u ≤ v → wronskian f df g dg v = wronskian f df g dg u := fun u v huv =>
    constant_of_has_deriv_right_zero hc.continuousOn (fun z _ => hd z) v ⟨huv, le_rfl⟩
  rcases le_total x y with h | h
  · exact (key x y h).symm
  · exact key y x h

/-- For real `w` the complex conjugate of a stationary state is a stationary state. -/
theorem IsStationary.conjugate {w : ℝ → ℝ} {ψ dψ : ℝ → ℂ} (h : IsStationary w ψ dψ) :
    IsStationary w (fun x => star (ψ x)) (fun x => star (dψ x)) where
  hasDeriv x := (h.hasDeriv x).star
  cont := continuous_star.comp h.cont
  schrodinger x := (h.schrodinger x).star.congr_deriv (by simp)

/-- Complex conjugation exchanges the right-moving and left-moving amplitudes and
conjugates them. -/
theorem star_planeWaves (k : ℝ) (A B : ℂ) (x : ℝ) :
    star (planeWaves k A B x) = planeWaves k (star B) (star A) x := by
  simp only [planeWaves, Complex.star_def, map_add, map_mul, ← Complex.exp_conj, map_neg,
    Complex.conj_I, Complex.conj_ofReal, neg_mul, neg_neg]
  ring

/-- The derivative of `A exp(ikx) + B exp(-ikx)` is `ik (A exp(ikx) - B exp(-ikx))`. -/
theorem hasDerivAt_planeWaves (k : ℝ) (A B : ℂ) (x : ℝ) :
    HasDerivAt (planeWaves k A B)
      (I * k * (A * Complex.exp (I * k * x) - B * Complex.exp (-(I * k * x)))) x := by
  have h : HasDerivAt (fun y : ℝ => I * k * (y : ℂ)) (I * k) x :=
    ((hasDerivAt_id x).ofReal_comp.const_mul (I * (k : ℂ))).congr_deriv (by simp)
  exact ((h.cexp.const_mul A).add (h.fun_neg.cexp.const_mul B)).congr_deriv (by ring)

/-- Where two wave functions are plane waves of the same wave number `k`, with amplitudes
`A, B` and `C, D`, their Wronskian is `2ik (BC - AD)`. -/
theorem wronskian_planeWaves {f df g dg : ℝ → ℂ} {k x : ℝ} {A B C D : ℂ}
    (hf : HasDerivAt f (df x) x) (hg : HasDerivAt g (dg x) x)
    (ef : f =ᶠ[𝓝 x] planeWaves k A B) (eg : g =ᶠ[𝓝 x] planeWaves k C D) :
    wronskian f df g dg x = 2 * I * k * (B * C - A * D) := by
  have e1 := hf.unique ((hasDerivAt_planeWaves k A B x).congr_of_eventuallyEq ef)
  have e2 := hg.unique ((hasDerivAt_planeWaves k C D x).congr_of_eventuallyEq eg)
  have he : Complex.exp (I * k * x) * Complex.exp (-(I * k * x)) = 1 := by
    rw [← Complex.exp_add, add_neg_cancel, Complex.exp_zero]
  unfold wronskian
  rw [e1, e2, ef.eq_of_nhds, eg.eq_of_nhds]
  unfold planeWaves
  linear_combination 2 * I * k * (B * C - A * D) * he

/-- For two stationary states with the same `w` (the same potential and the same energy) that are
plane waves on the far left and the far right, the antisymmetric combination of their amplitudes,
weighted by the wave number, is the same on the far left and the far right. -/
theorem amplitude_relation {w : ℝ → ℝ} {f df g dg : ℝ → ℂ} {k q a b : ℝ}
    {A B C D A' B' C' D' : ℂ} (hf : IsStationary w f df) (hg : IsStationary w g dg)
    (af : HasAmplitudes k q a b f A B C D) (ag : HasAmplitudes k q a b g A' B' C' D') :
    (k : ℂ) * (A * B' - B * A') = q * (C * D' - D * C') := by
  have h := wronskian_const hf hg (a - 1) (b + 1)
  have hl : ∀ᶠ y in 𝓝 (a - 1), y < a := eventually_lt_nhds (by linarith)
  have hr : ∀ᶠ y in 𝓝 (b + 1), b < y := eventually_gt_nhds (by linarith)
  rw [wronskian_planeWaves (hf.hasDeriv _) (hg.hasDeriv _)
      (hl.mono fun y hy => af.1 y hy) (hl.mono fun y hy => ag.1 y hy),
    wronskian_planeWaves (hf.hasDeriv _) (hg.hasDeriv _)
      (hr.mono fun y hy => af.2 y hy) (hr.mono fun y hy => ag.2 y hy)] at h
  linear_combination (I / 2) * h +
    ((k : ℂ) * (A * B' - B * A') - q * (C * D' - D * C')) * Complex.I_sq

/-- Flux balance with waves incident from both sides: the net flux on the far left of a real
potential equals the net flux on the far right. -/
theorem flux_balance {w : ℝ → ℝ} {ψ dψ : ℝ → ℂ} {k q a b : ℝ} {A B C D : ℂ}
    (hψ : IsStationary w ψ dψ) (ha : HasAmplitudes k q a b ψ A B C D) :
    k * (‖A‖ ^ 2 - ‖B‖ ^ 2) = q * (‖C‖ ^ 2 - ‖D‖ ^ 2) := by
  have hc : HasAmplitudes k q a b (fun x => star (ψ x)) (star B) (star A) (star D) (star C) :=
    ⟨fun x hx => (congrArg star (ha.1 x hx)).trans (star_planeWaves k A B x),
      fun x hx => (congrArg star (ha.2 x hx)).trans (star_planeWaves q C D x)⟩
  -- compare the state with its complex conjugate
  have h := amplitude_relation hψ.conjugate hψ hc ha
  simp only [Complex.star_def, Complex.conj_mul'] at h
  have h' : k * (‖B‖ ^ 2 - ‖A‖ ^ 2) = q * (‖D‖ ^ 2 - ‖C‖ ^ 2) := by exact_mod_cast h
  linear_combination -h'

/-- Flux conservation: a wave of wave number `k ≠ 0` incident from the left on a real potential,
reflected with amplitude `r` and transmitted with amplitude `t` at wave number `q`, satisfies
`|r|² + (q/k) |t|² = 1`. -/
theorem flux_conservation {w : ℝ → ℝ} {ψ dψ : ℝ → ℂ} {k q a b : ℝ} {r t : ℂ}
    (hk : k ≠ 0) (hψ : IsStationary w ψ dψ)
    (hleft : ∀ x : ℝ, x < a →
      ψ x = Complex.exp (I * k * x) + r * Complex.exp (-(I * k * x)))
    (hright : ∀ x : ℝ, b < x → ψ x = t * Complex.exp (I * q * x)) :
    ‖r‖ ^ 2 + q / k * ‖t‖ ^ 2 = 1 := by
  have ha : HasAmplitudes k q a b ψ 1 r t 0 :=
    ⟨fun x hx => by rw [hleft x hx, planeWaves, one_mul],
      fun x hx => by rw [hright x hx, planeWaves, zero_mul, add_zero]⟩
  have h := flux_balance hψ ha
  simp only [norm_one, norm_zero] at h
  have ht : q / k * ‖t‖ ^ 2 = 1 - ‖r‖ ^ 2 := by
    rw [div_mul_eq_mul_div, div_eq_iff hk]
    linear_combination -h
  linarith

/-- Reciprocity: for nonzero `k` and `q` and two stationary states with the same real `w`,
`(q/k) |t|² = (k/q) |t'|²` and `|r|² = |r'|²`. For `k, q > 0` this says that, at a given energy, the
transmission and reflection probabilities are the same for a wave incident from the left (amplitudes
`r`, `t`) as for one incident from the right (amplitudes `r'`, `t'`). -/
theorem reciprocity {w : ℝ → ℝ} {f df g dg : ℝ → ℂ} {k q a b : ℝ} {r t r' t' : ℂ}
    (hk : k ≠ 0) (hq : q ≠ 0) (hf : IsStationary w f df) (hg : IsStationary w g dg)
    (af : HasAmplitudes k q a b f 1 r t 0) (ag : HasAmplitudes k q a b g 0 t' r' 1) :
    q / k * ‖t‖ ^ 2 = k / q * ‖t'‖ ^ 2 ∧ ‖r‖ ^ 2 = ‖r'‖ ^ 2 := by
  -- the Wronskian of the two states links the transmission amplitudes
  have h1 : (k : ℂ) * t' = q * t := by
    linear_combination amplitude_relation hf hg af ag
  have hn : k ^ 2 * ‖t'‖ ^ 2 = q ^ 2 * ‖t‖ ^ 2 := by
    have h2 := congrArg (fun z : ℂ => ‖z‖ ^ 2) h1
    simpa only [norm_mul, mul_pow, Complex.norm_real, Real.norm_eq_abs, sq_abs] using h2
  have hL := flux_balance hf af
  have hR := flux_balance hg ag
  simp only [norm_one, norm_zero] at hL hR
  constructor
  · rw [div_mul_eq_mul_div, div_mul_eq_mul_div, div_eq_div_iff hk hq]
    linear_combination -hn
  · apply mul_left_cancel₀ (mul_ne_zero hk hq)
    linear_combination hn - q * hL + k * hR

end

end FluxConservation
```

```lean
#print axioms FluxConservation.flux_conservation
#print axioms FluxConservation.reciprocity
```

```
'FluxConservation.flux_conservation' depends on axioms: [propext, Classical.choice, Quot.sound]
'FluxConservation.reciprocity' depends on axioms: [propext, Classical.choice, Quot.sound]
```

## From the Wronskian to the amplitudes

`wronskian_const` differentiates $W$ from the right; `ring` cancels the potential terms, and a continuous function with zero right derivative is constant.

`IsStationary.conjugate` uses the reality of `w`, and `star_planeWaves` shows that conjugation swaps and conjugates the two amplitudes.

`wronskian_planeWaves` obtains the derivatives from `hasDerivAt_planeWaves` and uniqueness of the derivative, then uses $e^{ikx}e^{-ikx}=1$. Its `C`, `D` belong to the second wave function, whereas in `HasAmplitudes` they are the right-hand amplitudes.

`amplitude_relation` compares $W$ at $a-1$ and $b+1$ and removes the factor $2i$. Applied to $\psi^*$ and $\psi$, it yields `flux_balance`:

$$k(|A|^2-|B|^2)=q(|C|^2-|D|^2).$$

`flux_conservation` sets $(A,B,C,D)=(1,r,t,0)$ and divides by $k$. `reciprocity` applies `amplitude_relation` to the two incident states to get $kt'=qt$, then combines its squared modulus with the two flux balances.
